# Contractions between bounded vectors give a fermionic series that converges at every coupling

At order $n$ of a fermionic expansion I evaluate one $n\times n$ determinant of contractions, multiply it by $x^n/n!$, and cut the sum off once the terms are small. What bothers me is that the determinant stands for $n!$ Wick pairings. If every pairing has modulus one, their number cancels the $1/n!$, and I seem to be left with something like $\sum_n x^n$, which fails at $|x|=1$. Are the signs enough to make my truncation safe at large $x$, or have I just been lucky?

## The signs turn a count of pairings into a bound by lengths

They make the series converge at every $x$, though a small last term is not by itself a safe signal to stop, whenever the contractions are inner products $M_{ij}=\langle u_i,v_j\rangle$ of vectors whose norms stay bounded as the order grows. Then $|\det M|\le\prod_i\|u_i\|\prod_j\|v_j\|$, with no factorial on the right.

**A square matrix first.** Let $B$ be $n\times n$ with columns of norm at most 1. The eigenvalues $\lambda_i\ge 0$ of $B^\dagger B$ satisfy
$$\sum_i\lambda_i=\sum_{j,k}|B_{kj}|^2\le n,\qquad \prod_i\lambda_i=|\det B|^2 .$$
Since $\lambda\le e^{\lambda-1}$ for every real $\lambda$, we get $|\det B|^2\le \exp\left(\sum_i\lambda_i-n\right)\le 1$.

**Contractions of vectors with norm at most 1.** If the $u_i$ are linearly independent, choose an orthonormal basis $f_k$ of their span, which has $n$ members. Inserting $u_i=\sum_k\langle f_k,u_i\rangle f_k$ gives
$$\langle u_i,v_j\rangle=\sum_k\overline{\langle f_k,u_i\rangle}\,\langle f_k,v_j\rangle ,$$
so $M=A^\dagger C$ with $A_{ki}=\langle f_k,u_i\rangle$ and $C_{kj}=\langle f_k,v_j\rangle$. By Bessel's inequality the columns of $A$ and $C$ have norm at most 1, even if the $v_j$ stick out of the span. Hence $|\det M|=|\det A|\,|\det C|\le 1$. If instead $\sum_i g_iu_i=0$ with some $g_i\ne0$, then $\sum_i\bar g_iM_{ij}=0$ for all $j$. The rows are dependent and $\det M=0$.

**General norms.** Write each vector as its norm times a vector of norm at most 1. The norms come out of the rows and columns, which gives the product bound. Orthonormal vectors with $v=u$ attain it, because $M$ is then the identity.

**The series.** If $\|u_i\|\le a$ and $\|v_j\|\le b$ at every order, the term of order $n$ obeys
$$\left|\frac{x^n}{n!}\det M\right|\le\frac{(ab|x|)^n}{n!}.$$
The series therefore converges absolutely for every complex $x$, and its sum has modulus at most $e^{ab|x|}$. Stopping after order $N$ leaves an error of at most $\sum_{n>N}(ab|x|)^n/n!$. Stop when this bound is small, not merely when a computed term is: a determinant can vanish at one order and be large at a later one.

**Your worst case.** Let all vectors equal one unit vector, so that every $M_{ij}=1$. The permanent, which adds the pairings without signs, is $n!$, and the bosonic term is $x^n$. If the partial sums converged, their successive differences $x^n$ would tend to zero, which is impossible for $|x|\ge1$; for $|x|<1$ the series is geometric. The determinant is 1 at orders 0 and 1, and vanishes from order 2 on because two rows coincide. The fermionic series is just $1+x$: a single level cannot be filled twice.

At the smallest orders the bound is familiar. For $n=0$ both sides are 1, and for $n=1$ it is the Cauchy–Schwarz inequality.

## Where the vectors come from in a Slater determinant

Take spinless, non-interacting lattice fermions in a Slater determinant of orthonormal orbitals $\varphi_k$. The contraction between sites $r$ and $s$ is
$$\langle c_r^\dagger c_s\rangle=\sum_{k\ \mathrm{occ}}\overline{\varphi_k(r)}\,\varphi_k(s),$$
which is the inner product of the vectors $(\varphi_k(r))_k$ and $(\varphi_k(s))_k$. Their squared norms are the site densities $\rho_r,\rho_s\le1$. For $n$ distinct sites, the determinant of their contractions is the probability that all of them are occupied, and the bound says that it is at most the product of their densities.

To get the number statistics of a region, one can expand $\langle(1+x)^{\hat N}\rangle$, where $\hat N$ counts the particles in it. Order $n$ is $x^n/n!$ times the sum of these determinants over all $n$-tuples of sites in the region; a tuple with a repeated site contributes zero. If the region holds $\bar N$ particles on average, the modulus of this term is at most $(|x|\bar N)^n/n!$.

## What the Lean definitions and theorems say

`E` is any complex inner-product space, of finite or infinite dimension. `contraction u v` is the matrix $M$, with indices running from 0 to $n-1$ and the inner product conjugate-linear in its first argument. `fermionTerm` and `bosonTerm` multiply its determinant or permanent by $x^n/n!$; any sign in your coupling belongs in `x`. The type `(n : ℕ) → Fin n → E` allows an entirely new set of vectors at each order.

`gram_hadamard` is the product bound, and `norm_det_contraction_le_one` is its case for norms at most 1. In `fermion_series_converges`, the hypotheses `hu` and `hv` fix bounds `a` and `b` that serve all orders at once. For the Slater determinant above, with one choice of sites at each order, $a=b=1$ will do, because the squared norms are site densities. The number statistics sum over many choices at each order, so this theorem does not bound them by $e^{|x|}$; adding up the term bounds given above yields $e^{|x|\bar N}$ instead. The conclusion gives summability of the norms and the exponential bound on the sum.

`boson_series_converges_iff` concerns ordinary partial sums, so for $|x|\ge1$ it excludes conditional convergence too. It treats identical unit vectors only. Permanents need not be large: for orthonormal vectors contracted with themselves they equal 1. `fermion_series_identical` gives the value $1+x$.

Wick's theorem is not derived here, and the inner-product form of the contractions is an assumption. Time-ordered propagators jump at equal times, and vectors whose norms obey one bound at all orders need not exist for them; a bound on their determinants then needs an argument of its own. Each order also has one determinant, with no integral over vertex positions or times. Finally, the series contains all pairings, connected or not. Its logarithm can have a finite radius of convergence, as $\log(1+x)$ shows.

```lean
import Mathlib

open Finset Filter Topology Matrix
open scoped ComplexOrder

namespace FermionicSignConvergence

noncomputable section

variable {E : Type*} [NormedAddCommGroup E] [InnerProductSpace ℂ E]

/-- The matrix of pair contractions `⟨u i, v j⟩` between `n` vectors `u` and `n` vectors `v`. -/
def contraction {n : ℕ} (u v : Fin n → E) : Matrix (Fin n) (Fin n) ℂ :=
  Matrix.of fun i j => inner ℂ (u i) (v j)

/-- The fermionic term of order `n`: `x ^ n / n!` times the determinant of the contractions. -/
def fermionTerm (x : ℂ) (u v : (n : ℕ) → Fin n → E) (n : ℕ) : ℂ :=
  x ^ n / (n.factorial : ℂ) * (contraction (u n) (v n)).det

/-- The bosonic term of order `n`: `x ^ n / n!` times the permanent of the contractions. -/
def bosonTerm (x : ℂ) (u v : (n : ℕ) → Fin n → E) (n : ℕ) : ℂ :=
  x ^ n / (n.factorial : ℂ) * (contraction (u n) (v n)).permanent

/-- A square complex matrix whose columns have Euclidean norm at most 1 has a determinant of
modulus at most 1. -/
theorem norm_det_le_one {n : ℕ} (B : Matrix (Fin n) (Fin n) ℂ)
    (h : ∀ j, ∑ k, ‖B k j‖ ^ 2 ≤ 1) : ‖B.det‖ ≤ 1 := by
  have hG := Matrix.posSemidef_conjTranspose_mul_self B
  set ev := hG.isHermitian.eigenvalues with hev
  -- the eigenvalues of `Bᴴ * B` sum to the total squared length of the columns
  have htr : ∑ i, ev i = ∑ j, ∑ k, ‖B k j‖ ^ 2 := by
    have h1 : (Bᴴ * B).trace = ∑ i, ((ev i : ℝ) : ℂ) :=
      hG.isHermitian.trace_eq_sum_eigenvalues
    have h2 : (Bᴴ * B).trace = ((∑ j, ∑ k, ‖B k j‖ ^ 2 : ℝ) : ℂ) := by
      simp only [Matrix.trace, Matrix.diag_apply, Matrix.mul_apply, Matrix.conjTranspose_apply]
      push_cast
      exact sum_congr rfl fun j _ => sum_congr rfl fun k _ => Complex.conj_mul' (B k j)
    rw [h2] at h1
    exact_mod_cast h1.symm
  -- and their product is the squared modulus of the determinant
  have hdet : ‖B.det‖ ^ 2 = ∏ i, ev i := by
    have h1 : (Bᴴ * B).det = ∏ i, ((ev i : ℝ) : ℂ) :=
      hG.isHermitian.det_eq_prod_eigenvalues
    have h2 : star B.det * B.det = ((‖B.det‖ ^ 2 : ℝ) : ℂ) := by
      push_cast
      exact Complex.conj_mul' _
    rw [Matrix.det_mul, Matrix.det_conjTranspose, h2] at h1
    exact_mod_cast h1
  have hle : ∏ i, ev i ≤ 1 := by
    calc ∏ i, ev i ≤ ∏ i, Real.exp (ev i - 1) :=
          prod_le_prod (fun i _ => hG.eigenvalues_nonneg i)
            (fun i _ => by linarith [Real.add_one_le_exp (ev i - 1)])
      _ = Real.exp (∑ i, (ev i - 1)) := (Real.exp_sum _ _).symm
      _ ≤ 1 := by
          apply Real.exp_le_one_iff.mpr
          rw [sum_sub_distrib, htr]
          have := sum_le_sum fun j (_ : j ∈ (univ : Finset (Fin n))) => h j
          linarith
  nlinarith [norm_nonneg B.det]

/-- For vectors of norm at most 1, the determinant of the contractions has modulus at most 1,
whatever the order `n`. -/
theorem norm_det_contraction_le_one {n : ℕ} (u v : Fin n → E)
    (hu : ∀ i, ‖u i‖ ≤ 1) (hv : ∀ j, ‖v j‖ ≤ 1) : ‖(contraction u v).det‖ ≤ 1 := by
  by_cases hli : LinearIndependent ℂ u
  · -- an orthonormal basis `f` of the span of `u` has exactly `n` members
    have := FiniteDimensional.span_of_finite ℂ (Set.finite_range u)
    have hc : Module.finrank ℂ (Submodule.span ℂ (Set.range u)) = n := by
      rw [finrank_span_eq_card hli, Fintype.card_fin]
    let e := (stdOrthonormalBasis ℂ (Submodule.span ℂ (Set.range u))).reindex (finCongr hc)
    let f : Fin n → E := fun k => (e k : E)
    have hf : Orthonormal ℂ f :=
      e.orthonormal.comp_linearIsometry (Submodule.span ℂ (Set.range u)).subtypeₗᵢ
    have hexp : ∀ i, u i = ∑ k, (inner ℂ (f k) (u i) : ℂ) • f k := by
      intro i
      have h := congrArg Subtype.val (e.sum_repr' ⟨u i, Submodule.subset_span ⟨i, rfl⟩⟩)
      rw [Submodule.coe_sum] at h
      exact h.symm
    have hfac : contraction u v = (contraction f u)ᴴ * contraction f v := by
      ext i j
      rw [Matrix.mul_apply]
      change inner ℂ (u i) (v j) = _
      conv_lhs => rw [hexp i]
      rw [sum_inner]
      exact sum_congr rfl fun k _ => inner_smul_left _ _ _
    -- Bessel's inequality bounds the columns of both factors
    have hb : ∀ w : Fin n → E, (∀ j, ‖w j‖ ≤ 1) → ‖(contraction f w).det‖ ≤ 1 := by
      intro w hw
      apply norm_det_le_one
      intro j
      have h1 : ∑ k, ‖(inner ℂ (f k) (w j) : ℂ)‖ ^ 2 ≤ ‖w j‖ ^ 2 := by
        apply Orthonormal.sum_inner_products_le
        exact hf
      exact h1.trans (pow_le_one₀ (norm_nonneg _) (hw j))
    rw [hfac, Matrix.det_mul, Matrix.det_conjTranspose, norm_mul, norm_star]
    exact mul_le_one₀ (hb u hu) (norm_nonneg _) (hb v hv)
  · -- linearly dependent vectors give linearly dependent rows
    obtain ⟨g, hg, i, hi⟩ := Fintype.not_linearIndependent_iff.mp hli
    have h0 : (contraction u v).det = 0 := by
      apply Matrix.exists_vecMul_eq_zero_iff.mp
      refine ⟨fun i => star (g i), fun h => hi (star_eq_zero.mp (congrFun h i)), ?_⟩
      ext j
      have h1 : inner ℂ (∑ i, g i • u i) (v j) = (0 : ℂ) := by rw [hg, inner_zero_left]
      rw [sum_inner] at h1
      simp only [inner_smul_left] at h1
      exact h1
    rw [h0, norm_zero]
    exact zero_le_one

/-- Gram-Hadamard bound: the modulus of the determinant of the contractions is at most the product
of the norms of all the vectors. -/
theorem gram_hadamard {n : ℕ} (u v : Fin n → E) :
    ‖(contraction u v).det‖ ≤ (∏ i, ‖u i‖) * ∏ j, ‖v j‖ := by
  have hs : ∀ w : E, ∃ w' : E, ‖w'‖ ≤ 1 ∧ (‖w‖ : ℂ) • w' = w := by
    intro w
    by_cases h : w = 0
    · exact ⟨0, by simp, by simp [h]⟩
    · have h' : ‖w‖ ≠ 0 := norm_ne_zero_iff.mpr h
      refine ⟨(‖w‖ : ℂ)⁻¹ • w, le_of_eq ?_, ?_⟩
      · rw [norm_smul, norm_inv, Complex.norm_real, norm_norm, inv_mul_cancel₀ h']
      · rw [smul_smul, mul_inv_cancel₀ (Complex.ofReal_ne_zero.mpr h'), one_smul]
  choose s hs1 hs2 using hs
  -- pull the norms out of the rows and columns
  have key : contraction u v = Matrix.of fun i j => (‖u i‖ : ℂ) *
      (Matrix.of fun i j => (‖v j‖ : ℂ) *
        contraction (fun i => s (u i)) (fun j => s (v j)) i j) i j := by
    ext i j
    change inner ℂ (u i) (v j) = (‖u i‖ : ℂ) * ((‖v j‖ : ℂ) * inner ℂ (s (u i)) (s (v j)))
    calc inner ℂ (u i) (v j)
        = inner ℂ ((‖u i‖ : ℂ) • s (u i)) ((‖v j‖ : ℂ) • s (v j)) := by rw [hs2, hs2]
      _ = _ := by rw [inner_smul_left, inner_smul_right, Complex.conj_ofReal]
  rw [key, Matrix.det_mul_column, Matrix.det_mul_row, norm_mul, norm_mul, norm_prod, norm_prod]
  simp only [Complex.norm_real, norm_norm]
  have h1 := norm_det_contraction_le_one (fun i => s (u i)) (fun j => s (v j))
    (fun i => hs1 _) (fun j => hs1 _)
  exact mul_le_mul_of_nonneg_left (mul_le_of_le_one_right (by positivity) h1) (by positivity)

/-- For orthonormal vectors contracted with themselves the determinant equals 1. -/
theorem det_contraction_orthonormal {n : ℕ} (u : Fin n → E) (hu : Orthonormal ℂ u) :
    (contraction u u).det = 1 := by
  have h : contraction u u = 1 := by
    ext i j
    rw [Matrix.one_apply]
    exact orthonormal_iff_ite.mp hu i j
  rw [h, Matrix.det_one]

/-- If the vectors have norms at most `a` and `b` at every order, the fermionic series converges
absolutely for every complex `x`, and its sum has modulus at most `exp (a * b * ‖x‖)`. -/
theorem fermion_series_converges (x : ℂ) (u v : (n : ℕ) → Fin n → E) (a b : ℝ)
    (hu : ∀ n i, ‖u n i‖ ≤ a) (hv : ∀ n j, ‖v n j‖ ≤ b) :
    Summable (fun n => ‖fermionTerm x u v n‖) ∧
      ‖∑' n, fermionTerm x u v n‖ ≤ Real.exp (a * b * ‖x‖) := by
  have ha : 0 ≤ a := (norm_nonneg _).trans (hu 1 0)
  have hexp : HasSum (fun n : ℕ => (a * b * ‖x‖) ^ n / (n.factorial : ℝ))
      (Real.exp (a * b * ‖x‖)) := by
    rw [Real.exp_eq_exp_ℝ]
    exact NormedSpace.expSeries_div_hasSum_exp (a * b * ‖x‖)
  -- each order is dominated by the exponential series
  have hterm : ∀ n, ‖fermionTerm x u v n‖ ≤ (a * b * ‖x‖) ^ n / (n.factorial : ℝ) := by
    intro n
    have h1 : ∏ i, ‖u n i‖ ≤ a ^ n := by
      simpa using prod_le_prod (s := univ) (fun i _ => norm_nonneg (u n i)) (fun i _ => hu n i)
    have h2 : ∏ j, ‖v n j‖ ≤ b ^ n := by
      simpa using prod_le_prod (s := univ) (fun j _ => norm_nonneg (v n j)) (fun j _ => hv n j)
    have h3 : ‖(contraction (u n) (v n)).det‖ ≤ a ^ n * b ^ n :=
      (gram_hadamard _ _).trans (mul_le_mul h1 h2 (by positivity) (by positivity))
    rw [fermionTerm, norm_mul, norm_div, norm_pow, Complex.norm_natCast]
    calc ‖x‖ ^ n / (n.factorial : ℝ) * ‖(contraction (u n) (v n)).det‖
        ≤ ‖x‖ ^ n / (n.factorial : ℝ) * (a ^ n * b ^ n) :=
          mul_le_mul_of_nonneg_left h3 (by positivity)
      _ = _ := by rw [mul_pow, mul_pow]; ring
  exact ⟨Summable.of_nonneg_of_le (fun n => norm_nonneg _) hterm hexp.summable,
    tsum_of_norm_bounded hexp hterm⟩

/-- When all vectors equal one unit vector, the partial sums of the bosonic series converge
exactly when `‖x‖ < 1`. -/
theorem boson_series_converges_iff (x : ℂ) (e : E) (he : ‖e‖ = 1) :
    (∃ s, Tendsto (fun N => ∑ n ∈ range N, bosonTerm x (fun _ _ => e) (fun _ _ => e) n)
      atTop (𝓝 s)) ↔ ‖x‖ < 1 := by
  -- all `n!` pairings contribute 1, which cancels the factorial
  have ht : ∀ n, bosonTerm x (fun _ _ => e) (fun _ _ => e) n = x ^ n := by
    intro n
    have hp : (contraction (fun _ : Fin n => e) (fun _ => e)).permanent = (n.factorial : ℂ) := by
      simp [Matrix.permanent, contraction, inner_self_eq_norm_sq_to_K, he, Fintype.card_perm]
    rw [bosonTerm, hp, div_mul_cancel₀ _ (Nat.cast_ne_zero.mpr n.factorial_ne_zero)]
  simp only [ht]
  constructor
  · rintro ⟨s, hs⟩
    by_contra hx
    have h0 : Tendsto (fun n : ℕ => x ^ n) atTop (𝓝 0) := by
      have h := (hs.comp (tendsto_add_atTop_nat 1)).sub hs
      simpa [Function.comp_def, sum_range_succ] using h
    have h1 := h0.norm
    rw [norm_zero] at h1
    obtain ⟨n, hn⟩ := (h1.eventually (gt_mem_nhds zero_lt_one)).exists
    rw [norm_pow] at hn
    exact absurd hn (not_lt_of_ge (one_le_pow₀ (not_lt.mp hx)))
  · intro hx
    exact ⟨_, (hasSum_geometric_of_norm_lt_one hx).tendsto_sum_nat⟩

/-- When all vectors equal one unit vector, the fermionic series sums to `1 + x` for every
complex `x`. -/
theorem fermion_series_identical (x : ℂ) (e : E) (he : ‖e‖ = 1) :
    HasSum (fermionTerm x (fun _ _ => e) (fun _ _ => e)) (1 + x) := by
  have h : HasSum (fermionTerm x (fun _ _ => e) (fun _ _ => e))
      (∑ n ∈ range 2, fermionTerm x (fun _ _ => e) (fun _ _ => e) n) := by
    apply hasSum_sum_of_ne_finset_zero
    intro n hn
    obtain ⟨m, rfl⟩ : ∃ m, n = m + 2 := ⟨n - 2, by rw [mem_range] at hn; omega⟩
    -- from second order on, two rows coincide
    have hd : (contraction (fun _ : Fin (m + 2) => e) (fun _ => e)).det = 0 :=
      Matrix.det_zero_of_row_eq (i := 0) (j := 1) (by simp) rfl
    rw [fermionTerm, hd, mul_zero]
  convert h using 1
  simp [sum_range_succ, fermionTerm, contraction, inner_self_eq_norm_sq_to_K, he]

end

end FermionicSignConvergence
```

```lean
#print axioms FermionicSignConvergence.det_contraction_orthonormal
#print axioms FermionicSignConvergence.fermion_series_converges
#print axioms FermionicSignConvergence.boson_series_converges_iff
#print axioms FermionicSignConvergence.fermion_series_identical
```

```
'FermionicSignConvergence.det_contraction_orthonormal' depends on axioms: [propext, Classical.choice, Quot.sound]
'FermionicSignConvergence.fermion_series_converges' depends on axioms: [propext, Classical.choice, Quot.sound]
'FermionicSignConvergence.boson_series_converges_iff' depends on axioms: [propext, Classical.choice, Quot.sound]
'FermionicSignConvergence.fermion_series_identical' depends on axioms: [propext, Classical.choice, Quot.sound]
```

## From the eigenvalue estimate to the two series

`norm_det_le_one` is the square-matrix step. `htr` identifies the sum of the eigenvalues with the total squared column length, and `hdet` identifies their product with $|\det B|^2$. The calculation in `hle` applies $\lambda\le e^{\lambda-1}$ factor by factor, using `Real.add_one_le_exp`. The closing `nlinarith` passes from the squared modulus to the modulus.

`norm_det_contraction_le_one` splits on linear independence of `u`. In the independent case, `f` is the orthonormal basis, `hexp` the expansion of each $u_i$, and `hfac` the factorisation $M=A^\dagger C$. `hb` combines Bessel's inequality with the previous lemma and is used once for each factor. In the dependent case, the conjugated coefficients `star (g i)` form a nonzero vector that annihilates the matrix from the left, so the determinant is zero.

`gram_hadamard` obtains the rescaled vectors from `hs`, with the zero vector treated separately. `key` displays the norms as row and column factors, which `Matrix.det_mul_column` and `Matrix.det_mul_row` then extract. `det_contraction_orthonormal` shows that the contraction matrix is the identity.

In `fermion_series_converges`, `hterm` is the estimate of each order by $(ab|x|)^n/n!$. Comparison with the exponential series `hexp` yields both halves of the conclusion.

For the bosons, `ht` reduces each term to $x^n$. Subtracting the partial sums from their shifted copy gives `h0`, the statement $x^n\to0$, which contradicts $|x|\ge1$; the converse is the geometric series. For the fermions, `Matrix.det_zero_of_row_eq` removes every order from 2 upwards, and the two remaining terms add up to $1+x$.
